# Local-Orbital Matching Coefficients Are Multiples of a Cross Product When the Boundary Wronskian Is Nonzero

## Boundary data and the cut-off orbital

Fix one angular-momentum channel and a sphere of radius \(R\). Let \(f_0,f_1,f_2\) be three real radial functions, also called \(u,w,v\), and collect their values and slopes at the sphere in two vectors,
\[
p=(u(R),w(R),v(R)),\qquad q=(u'(R),w'(R),v'(R)).
\]
Components are numbered 0, 1, 2. The boundary Wronskian of the first two functions is
\[
W=p_0q_1-p_1q_0=u(R)w'(R)-w(R)u'(R).
\]
For real coefficients \(c=(c_0,c_1,c_2)\), the local orbital has the radial part
\[
\chi(r)=\begin{cases}\sum_i c_i f_i(r), & r\le R,\\ 0, & r>R.\end{cases}
\]

In the linearised augmented-plane-wave method, a typical choice is a radial solution \(u\) at one energy, its energy derivative \(w\), and a solution \(v\) at a second energy. The algebra below gives the coefficients with which such an orbital joins zero without a kink, for a single channel and given radial functions.

## Matching as a linear subspace

The matching conditions are
\[
\sum_i c_ip_i=0,\qquad \sum_i c_iq_i=0 .
\]
In Lean, their solutions form `matchingSpace p q`, a submodule of `Fin 3 → ℝ`, which is \(\mathbb R^3\). The number \(W\) is `wronskian p q`, and \(\chi\) is `localOrbital f R c`.

The theorems state the following.

- If each \(f_i\) has derivative \(q_i\) at \(R\), then \(\chi\) is differentiable at \(R\) exactly when \(c\) satisfies both matching conditions (`differentiableAt_localOrbital_iff`).
- The vector \(p\times q\) always satisfies them (`cross_mem_matchingSpace`). If \(W\ne0\), it spans the solution space, which has dimension one (`matchingSpace_eq_span_cross`).
- Under both hypotheses, \(\chi\) is differentiable at \(R\) exactly when \(c=t\,(p\times q)\) for some real \(t\) (`differentiableAt_iff_multiple_cross`).
- With \(c=(a,b,1)\), the conditions become two equations for \(a,b\) (`normalised_mem_iff`), solved for \(W\ne0\) exactly by explicit quotients (`normalised_coefficients`). A solution exists and is unique if and only if \(W\ne0\) (`existsUnique_normalised_iff`).

The hypothesis \(W\ne0\) says that the boundary data \((u,u')\) and \((w,w')\) are linearly independent, so these two functions can produce any prescribed value and slope at the sphere. The hypothesis `hf` asks for ordinary two-sided derivatives, so each radial function must be defined slightly beyond \(R\) too, although \(\chi\) uses it only up to \(R\).

No radial Schrödinger equation enters, and the purely algebraic theorems accept any real vectors \(p,q\). Smoothness here means differentiability at \(R\); the second derivative may jump. Setting the third coefficient to one fixes the scale of the orbital, but does not give it unit norm.

## From smoothness to two equations

Suppose \(\chi\) is differentiable at \(R\). It is then continuous there, and its limit from outside is zero, so \(\chi(R)=\sum_i c_ip_i=0\). Its derivative from inside is \(\sum_i c_iq_i\). From outside it is the derivative of the zero function. The two must agree, hence \(\sum_i c_iq_i=0\).

Conversely, if both sums vanish, \(\chi(R)=0\) and both one-sided derivatives are zero. They combine into an ordinary derivative, equal to zero.

## Elimination gives the cross product

Write
\[
n=p\times q=(p_1q_2-p_2q_1,\;p_2q_0-p_0q_2,\;p_0q_1-p_1q_0).
\]
Its last component is \(W\). It satisfies the value condition because
\[
\begin{aligned}
n\cdot p={}&p_0p_1q_2-p_0p_2q_1+p_1p_2q_0\\
&-p_0p_1q_2+p_0p_2q_1-p_1p_2q_0=0,
\end{aligned}
\]
and the slope condition because
\[
\begin{aligned}
n\cdot q={}&p_1q_0q_2-p_2q_0q_1+p_2q_0q_1\\
&-p_0q_1q_2+p_0q_1q_2-p_1q_0q_2=0.
\end{aligned}
\]

Now let \(c\) be any solution. Multiply the value equation by \(q_1\) and subtract \(p_1\) times the slope equation:
\[
c_0W=c_2(p_1q_2-p_2q_1)=c_2n_0 .
\]
Multiply the slope equation by \(p_0\) and subtract \(q_0\) times the value equation:
\[
c_1W=c_2(p_2q_0-p_0q_2)=c_2n_1 .
\]
Also \(c_2W=c_2n_2\). For \(W\ne0\), therefore,
\[
c=\frac{c_2}{W}\,n .
\]
Every solution is a multiple of \(n\), and every multiple is a solution. Since \(n_2=W\ne0\), the line is not reduced to the origin.

Setting \(c_2=1\) gives
\[
a=\frac{p_1q_2-p_2q_1}{W},\qquad b=\frac{p_2q_0-p_0q_2}{W}.
\]

## A vanishing Wronskian spoils the normalised orbital

Suppose \(W=0\) and \((a,b)\) were the only normalised solution. Replacing it by \((a+p_1,b-p_0)\) changes the value sum by \(p_1p_0-p_0p_1=0\) and the slope sum by \(p_1q_0-p_0q_1=-W=0\). This is again a solution, so uniqueness forces \(p_0=0\). The shift \((a+q_1,b-q_0)\) changes the sums by \(W=0\) and \(0\), which forces \(q_0=0\). But then \((a+1,b)\) is a solution as well, a contradiction.

Two small algebraic examples show the two ways to fail. They do not arise when \(w\) is the exact energy derivative of a nonzero solution \(u\) of the radial Schrödinger equation, regular at the origin, in a local potential independent of energy: then \(W\) cannot vanish. For general functions it can. Give \(u\) and \(w\) the same boundary data \((1,0)\), so that \(W=0\).

- If \(v\) has data \((0,1)\), the conditions read \(c_0+c_1=0\) and \(c_2=0\). The solutions still form a line, spanned by \((1,-1,0)\), but none contains \(v\).
- If \(v\) has data \((1,0)\), the normalised condition is \(a+b+1=0\), with infinitely many solutions.

The first example also shows that \(W\ne0\), though sufficient for a one-dimensional solution space by the theorem above, is not necessary for it. It is necessary for the normalised problem to have exactly one solution.

At the other extreme, if \(u\) and \(w\) have data \((1,0)\) and \((0,1)\), then \(W=1\), \(a=-v(R)\) and \(b=-v'(R)\): one function cancels the value and the other the slope.

## The complete Lean file

```lean
import Mathlib

open Matrix Filter Topology

namespace LocalOrbitals

noncomputable section

/-- The coefficient triples for which the combination of three radial functions with
boundary values `p` and boundary slopes `q` vanishes in value and slope. -/
def matchingSpace (p q : Fin 3 → ℝ) : Submodule ℝ (Fin 3 → ℝ) where
  carrier := {c | ∑ i, c i * p i = 0 ∧ ∑ i, c i * q i = 0}
  zero_mem' := by simp
  add_mem' := by
    intro c d hc hd
    simp only [Set.mem_ofPred_eq, Fin.sum_univ_three, Pi.add_apply] at *
    exact ⟨by linear_combination hc.1 + hd.1, by linear_combination hc.2 + hd.2⟩
  smul_mem' := by
    intro t c hc
    simp only [Set.mem_ofPred_eq, Fin.sum_univ_three, Pi.smul_apply, smul_eq_mul] at *
    exact ⟨by linear_combination t * hc.1, by linear_combination t * hc.2⟩

/-- The boundary Wronskian `u w' - w u'` of the first two radial functions. -/
def wronskian (p q : Fin 3 → ℝ) : ℝ := p 0 * q 1 - p 1 * q 0

/-- The orbital that is a combination of three radial functions up to the sphere radius `R`
and zero beyond it. -/
def localOrbital (f : Fin 3 → ℝ → ℝ) (R : ℝ) (c : Fin 3 → ℝ) (r : ℝ) : ℝ :=
  if r ≤ R then ∑ i, c i * f i r else 0

/-- For radial functions differentiable at `R`, the orbital cut off at `R` is differentiable
there exactly when the combination vanishes in value and slope. -/
theorem differentiableAt_localOrbital_iff (f : Fin 3 → ℝ → ℝ) (R : ℝ) (q c : Fin 3 → ℝ)
    (hf : ∀ i, HasDerivAt (f i) (q i) R) :
    DifferentiableAt ℝ (localOrbital f R c) R ↔
      c ∈ matchingSpace (fun i => f i R) q := by
  have hφ : HasDerivAt (fun r => ∑ i, c i * f i r) (∑ i, c i * q i) R :=
    HasDerivAt.fun_sum fun i _ => (hf i).const_mul (c i)
  have hin : ∀ r, r ≤ R → localOrbital f R c r = ∑ i, c i * f i r :=
    fun r hr => if_pos hr
  have hout : ∀ r, R < r → localOrbital f R c r = 0 :=
    fun r hr => if_neg (not_le_of_gt hr)
  -- once the value at `R` vanishes, the orbital is zero on the closed outer region
  have hout' : localOrbital f R c R = 0 →
      ∀ r ∈ Set.Ici R, localOrbital f R c r = 0 := by
    intro h0 r hr
    rcases eq_or_lt_of_le (Set.mem_Ici.1 hr) with h | h
    · rw [← h]
      exact h0
    · exact hout r h
  constructor
  · intro h
    -- continuity from outside forces the value to vanish
    have hlim : Tendsto (localOrbital f R c) (𝓝[>] R) (𝓝 0) := by
      refine tendsto_const_nhds.congr' ?_
      filter_upwards [self_mem_nhdsWithin] with r hr
      exact (hout r hr).symm
    have h0 : localOrbital f R c R = 0 :=
      tendsto_nhds_unique (h.continuousAt.tendsto.mono_left nhdsWithin_le_nhds) hlim
    -- the derivative equals the inner slope and the outer slope, which is zero
    have hinner : deriv (localOrbital f R c) R = ∑ i, c i * q i :=
      UniqueDiffWithinAt.eq_deriv (Set.Iic R)
        (uniqueDiffOn_Iic R R (Set.mem_Iic.2 le_rfl))
        h.hasDerivAt.hasDerivWithinAt
        (hφ.hasDerivWithinAt.congr (fun r hr => hin r hr) (hin R le_rfl))
    have houter : deriv (localOrbital f R c) R = 0 :=
      UniqueDiffWithinAt.eq_deriv (Set.Ici R)
        (uniqueDiffOn_Ici R R (Set.mem_Ici.2 le_rfl))
        h.hasDerivAt.hasDerivWithinAt
        ((hasDerivWithinAt_const R (Set.Ici R) (0 : ℝ)).congr (hout' h0) h0)
    exact ⟨(hin R le_rfl).symm.trans h0, hinner.symm.trans houter⟩
  · rintro ⟨hv, hs⟩
    have h0 : localOrbital f R c R = 0 := (hin R le_rfl).trans hv
    rw [hs] at hφ
    -- glue the two one-sided derivatives
    have h1 : HasDerivWithinAt (localOrbital f R c) 0 (Set.Iic R) R :=
      hφ.hasDerivWithinAt.congr (fun r hr => hin r hr) (hin R le_rfl)
    have h2 : HasDerivWithinAt (localOrbital f R c) 0 (Set.Ici R) R :=
      (hasDerivWithinAt_const R (Set.Ici R) (0 : ℝ)).congr (hout' h0) h0
    have h3 := h1.union h2
    rw [Set.Iic_union_Ici, hasDerivWithinAt_univ] at h3
    exact h3.differentiableAt

/-- The cross product of boundary values and boundary slopes satisfies both matching
conditions. -/
theorem cross_mem_matchingSpace (p q : Fin 3 → ℝ) : p ⨯₃ q ∈ matchingSpace p q := by
  change ∑ i, (p ⨯₃ q) i * p i = 0 ∧ ∑ i, (p ⨯₃ q) i * q i = 0
  constructor <;> simp [cross_apply, Fin.sum_univ_three] <;> ring

/-- If the Wronskian of the first two radial functions is nonzero, the triples that cancel
value and slope form a one-dimensional space spanned by the cross product of the boundary
values and the boundary slopes. -/
theorem matchingSpace_eq_span_cross (p q : Fin 3 → ℝ) (hW : wronskian p q ≠ 0) :
    matchingSpace p q = Submodule.span ℝ {p ⨯₃ q} ∧
      Module.finrank ℝ (matchingSpace p q) = 1 := by
  have e0 : (p ⨯₃ q) 0 = p 1 * q 2 - p 2 * q 1 := by simp [cross_apply]
  have e1 : (p ⨯₃ q) 1 = p 2 * q 0 - p 0 * q 2 := by simp [cross_apply]
  have e2 : (p ⨯₃ q) 2 = wronskian p q := by simp [cross_apply, wronskian]
  have hspan : matchingSpace p q = Submodule.span ℝ {p ⨯₃ q} := by
    ext c
    rw [Submodule.mem_span_singleton]
    constructor
    · rintro ⟨h1, h2⟩
      rw [Fin.sum_univ_three] at h1 h2
      -- the third coefficient fixes the multiple
      refine ⟨c 2 / wronskian p q, ?_⟩
      funext i
      fin_cases i
      · change c 2 / wronskian p q * (p ⨯₃ q) 0 = c 0
        rw [e0, div_mul_eq_mul_div, div_eq_iff hW, wronskian]
        linear_combination p 1 * h2 - q 1 * h1
      · change c 2 / wronskian p q * (p ⨯₃ q) 1 = c 1
        rw [e1, div_mul_eq_mul_div, div_eq_iff hW, wronskian]
        linear_combination q 0 * h1 - p 0 * h2
      · change c 2 / wronskian p q * (p ⨯₃ q) 2 = c 2
        rw [e2, div_mul_eq_mul_div, div_eq_iff hW]
    · rintro ⟨t, rfl⟩
      exact (matchingSpace p q).smul_mem t (cross_mem_matchingSpace p q)
  refine ⟨hspan, ?_⟩
  rw [hspan]
  refine finrank_span_singleton fun h => hW ?_
  rw [← e2, h, Pi.zero_apply]

/-- For radial functions differentiable at `R` with nonzero Wronskian of the first two, the
orbital cut off at `R` is differentiable there exactly when its coefficients are a multiple
of the cross product of values and slopes. -/
theorem differentiableAt_iff_multiple_cross (f : Fin 3 → ℝ → ℝ) (R : ℝ) (q c : Fin 3 → ℝ)
    (hf : ∀ i, HasDerivAt (f i) (q i) R) (hW : wronskian (fun i => f i R) q ≠ 0) :
    DifferentiableAt ℝ (localOrbital f R c) R ↔
      ∃ t : ℝ, t • ((fun i => f i R) ⨯₃ q) = c := by
  rw [differentiableAt_localOrbital_iff f R q c hf,
    (matchingSpace_eq_span_cross _ q hW).1, Submodule.mem_span_singleton]

/-- With the third coefficient set to one, the matching conditions are two linear equations
for the other two coefficients. -/
theorem normalised_mem_iff (p q : Fin 3 → ℝ) (a b : ℝ) :
    ![a, b, 1] ∈ matchingSpace p q ↔
      a * p 0 + b * p 1 + p 2 = 0 ∧ a * q 0 + b * q 1 + q 2 = 0 := by
  change (∑ i, (![a, b, 1] : Fin 3 → ℝ) i * p i = 0 ∧
    ∑ i, (![a, b, 1] : Fin 3 → ℝ) i * q i = 0) ↔ _
  simp [Fin.sum_univ_three]

/-- If the Wronskian of the first two radial functions is nonzero, the matching conditions
with third coefficient one are solved exactly by these quotients of Wronskians. -/
theorem normalised_coefficients (p q : Fin 3 → ℝ) (hW : wronskian p q ≠ 0) (a b : ℝ) :
    ![a, b, 1] ∈ matchingSpace p q ↔
      a = (p 1 * q 2 - p 2 * q 1) / wronskian p q ∧
      b = (p 2 * q 0 - p 0 * q 2) / wronskian p q := by
  rw [normalised_mem_iff, eq_div_iff hW, eq_div_iff hW]
  constructor
  · rintro ⟨h1, h2⟩
    unfold wronskian
    exact ⟨by linear_combination q 1 * h1 - p 1 * h2,
      by linear_combination p 0 * h2 - q 0 * h1⟩
  · rintro ⟨ha, hb⟩
    constructor <;> apply mul_left_cancel₀ hW <;> unfold wronskian at *
    · linear_combination p 0 * ha + p 1 * hb
    · linear_combination q 0 * ha + q 1 * hb

/-- Matching coefficients with third coefficient one exist and are unique exactly when the
Wronskian of the first two radial functions is nonzero. -/
theorem existsUnique_normalised_iff (p q : Fin 3 → ℝ) :
    (∃! x : ℝ × ℝ, ![x.1, x.2, 1] ∈ matchingSpace p q) ↔ wronskian p q ≠ 0 := by
  constructor
  · rintro ⟨⟨a, b⟩, h, hu⟩ hW
    obtain ⟨h1, h2⟩ := (normalised_mem_iff p q a b).1 h
    unfold wronskian at hW
    -- a vanishing Wronskian lets the solution be shifted
    have s1 := hu (a + p 1, b - p 0) ((normalised_mem_iff p q _ _).2
      ⟨by linear_combination h1, by linear_combination h2 - hW⟩)
    have s2 := hu (a + q 1, b - q 0) ((normalised_mem_iff p q _ _).2
      ⟨by linear_combination h1 + hW, by linear_combination h2⟩)
    have p0 : p 0 = 0 := by linarith [congrArg Prod.snd s1]
    have q0 : q 0 = 0 := by linarith [congrArg Prod.snd s2]
    have s3 := hu (a + 1, b) ((normalised_mem_iff p q _ _).2
      ⟨by linear_combination h1 + p0, by linear_combination h2 + q0⟩)
    linarith [congrArg Prod.fst s3]
  · intro hW
    refine ⟨((p 1 * q 2 - p 2 * q 1) / wronskian p q,
      (p 2 * q 0 - p 0 * q 2) / wronskian p q),
      (normalised_coefficients p q hW _ _).2 ⟨rfl, rfl⟩, fun y hy => ?_⟩
    obtain ⟨ha, hb⟩ := (normalised_coefficients p q hW _ _).1 hy
    exact Prod.ext ha hb

end

end LocalOrbitals
```

```lean
#print axioms LocalOrbitals.differentiableAt_iff_multiple_cross
#print axioms LocalOrbitals.existsUnique_normalised_iff
```

```
'LocalOrbitals.differentiableAt_iff_multiple_cross' depends on axioms: [propext, Classical.choice, Quot.sound]
'LocalOrbitals.existsUnique_normalised_iff' depends on axioms: [propext, Classical.choice, Quot.sound]
```

## One-sided derivatives in Lean

In `differentiableAt_localOrbital_iff`, `hφ` differentiates the inner combination, while `hin` and `hout` record the two branches of the orbital. The forward direction obtains the zero boundary value from uniqueness of limits, through `tendsto_nhds_unique`.

The slope condition rests on `UniqueDiffWithinAt.eq_deriv`. The statement `HasDerivWithinAt g m s x` says that \(g\) has derivative \(m\) at \(x\) when only points of the set \(s\) are compared. On a general set this need not determine \(m\): at an isolated point, every number qualifies. A closed half-line ending at \(R\) contains enough nearby points to determine it, which `uniqueDiffOn_Iic` and `uniqueDiffOn_Ici` supply.

The proof applies this twice to `deriv (localOrbital f R c) R`. On `Set.Iic R` the orbital agrees with the inner combination, so the derivative is \(\sum_i c_iq_i\). On `Set.Ici R` it agrees with zero, so the derivative is zero. The second agreement includes the point \(R\) itself, which is why the value condition is proved first. For the converse, `h1.union h2` joins the two half-line derivatives into one on the whole real line.

## The algebraic proofs

In `cross_mem_matchingSpace`, `simp` expands the cross product and `ring` performs the cancellations. In `matchingSpace_eq_span_cross`, the multiple is chosen as `c 2 / wronskian p q`, and `fin_cases i` checks the three components. The two `linear_combination` calls contain the multipliers used in the elimination above. The dimension follows from `finrank_span_singleton`, because a zero cross product would have zero third component and contradict `hW`.

The theorem `differentiableAt_iff_multiple_cross` chains the smoothness criterion with this description of the line. For the quotients, `normalised_coefficients` clears denominators and repeats the elimination; in the reverse direction it multiplies each matching equation by \(W\) and cancels that factor. Finally, `existsUnique_normalised_iff` uses the three shifts as `s1`, `s2` and `s3`, and takes existence and uniqueness for \(W\ne0\) from the quotient formula.
